# Dilute triple-defect equilibrium: one positive solution, and activation energy $E/3$ at stoichiometry

For every $K>0$ and every real $\delta$, the equations

$$v^2a=K,\qquad v-2a=\delta$$

have exactly one solution with $v>0$ and $a>0$. They describe a B2 compound AB whose only defects are vacancies on the A sublattice and A atoms on B sites. Here $v$ is the vacancy concentration and $a$ the antisite concentration, both per site of one sublattice, $K$ is the equilibrium constant for forming a triple defect (two vacancies and one antisite atom), and $\delta$, the deviation from stoichiometry, is the excess of B over A atoms per site of one sublattice. At $\delta=0$ the solution is $a=(K/4)^{1/3}$, $v=2a$, so a Boltzmann factor of energy $E$ in $K$ appears in $a$ with energy $E/3$. As $K\to0^+$ at fixed $\delta$, $v\to\max(\delta,0)$ and $a\to\max(-\delta/2,0)$: only the constitutional defects, those that the composition itself requires, remain.

For a compound with dilute, non-interacting defects of this kind, and with $E$ and the prefactor of $K$ constant, the temperature dependence of the defect concentrations at stoichiometry therefore gives one third of the triple-defect formation energy, not the whole of it.

## Mass action and a fixed composition

Take a B2 compound AB in which vacancies form on the A sublattice and A atoms can sit on B sites. Per site of one sublattice there are $1-v+a$ atoms of A and $1-a$ atoms of B. The excess of B over A is $v-2a$, which is $\delta$. Positive $\delta$ is the vacancy side and negative $\delta$ the antisite side.

The equation $v^2a=K$ is ideal mass action. It neglects defect interactions and site-exclusion factors. The balance $v-2a=\delta$ leaves out all other defect species. Holding $\delta$ constant while $K$ changes also neglects the small change in the number of lattice sites as vacancies form. The Lean variables are unrestricted real numbers, so nothing keeps the concentrations below one; the physical reading belongs to small values.

```lean
import Mathlib

open Filter Topology

namespace TripleDefectEquilibrium

/-- Dilute triple-defect equilibrium: positive concentrations `v` of vacancies and `a` of
antisite atoms obey mass action with constant `K` and the composition balance with
deviation `δ` from stoichiometry. -/
structure TripleDefect (K δ v a : ℝ) : Prop where
  vac_pos : 0 < v
  anti_pos : 0 < a
  mass_action : v ^ 2 * a = K
  balance : v - 2 * a = δ
```

`TripleDefect K δ v a` is the proposition that all four conditions hold. Every derivation below uses both equations. Without the balance, any $v>0$ with $a=K/v^2$ would be allowed; without mass action, any positive pair on the line $v=\delta+2a$ would be.

## A positive equilibrium constant

Physically, $K$ is a Boltzmann factor times a positive prefactor. Positivity is needed for existence: if $K\le0$, no positive $v$ and $a$ can satisfy $v^2a=K$.

By hand, substitute $v=\delta+2a$ and consider

$$f(a)=(\delta+2a)^2a.$$

Start at the constitutional antisite content $a_0=\max(-\delta/2,0)$, where $f(a_0)=0$ and $\delta+2a_0\ge0$. At $a_1=a_0+K+1$ we have $\delta+2a_1\ge2(K+1)\ge1$, so $f(a_1)\ge a_1\ge K$. By continuity, $f(a)=K$ for some $a$ between $a_0$ and $a_1$. There $a\ge0$ and $v=\delta+2a\ge0$, and neither can vanish because their product $v^2a$ is $K>0$.

```lean
/-- For every positive equilibrium constant and every composition, the triple-defect
equations have a positive solution. -/
theorem exists_equilibrium {K : ℝ} (hK : 0 < K) (δ : ℝ) :
    ∃ v a, TripleDefect K δ v a := by
  -- start from the constitutional antisite content, where the mass-action product vanishes
  obtain ⟨m, hm0, hmδ, hm⟩ : ∃ m : ℝ, 0 ≤ m ∧ 0 ≤ δ + 2 * m ∧ (δ + 2 * m) ^ 2 * m = 0 := by
    rcases le_total 0 δ with h | h
    · exact ⟨0, le_rfl, by linarith, by ring⟩
    · exact ⟨-δ / 2, by linarith, by linarith, by ring⟩
  have hc : ContinuousOn (fun a : ℝ => (δ + 2 * a) ^ 2 * a) (Set.Icc m (m + (K + 1))) := by
    fun_prop
  have hbig : K ≤ (δ + 2 * (m + (K + 1))) ^ 2 * (m + (K + 1)) := by
    have h1 : 1 ≤ δ + 2 * (m + (K + 1)) := by linarith
    have h2 : 0 ≤ m + (K + 1) := by linarith
    have h3 := le_mul_of_one_le_left h2 (one_le_pow₀ h1 (n := 2))
    linarith
  have hmem : K ∈ (fun a : ℝ => (δ + 2 * a) ^ 2 * a) '' Set.Icc m (m + (K + 1)) :=
    intermediate_value_Icc (by linarith) hc ⟨hm.le.trans hK.le, hbig⟩
  obtain ⟨a, ⟨ha, _⟩, hfa⟩ := hmem
  have hfa' : (δ + 2 * a) ^ 2 * a = K := hfa
  have ha0 : 0 < a := lt_of_le_of_ne (by linarith) (by
    intro h
    rw [← h] at hfa'
    linarith)
  have hv0 : 0 < δ + 2 * a := lt_of_le_of_ne (by linarith) (by
    intro h
    rw [← h] at hfa'
    linarith)
  exact ⟨δ + 2 * a, a, hv0, ha0, hfa', by ring⟩
```

In the proof $a_0$ is called `m`, and it is chosen according to the sign of `δ`. The bound at the upper end is `hbig`, and `intermediate_value_Icc` supplies the root. The hypothesis `hK` places $K$ above the starting value $f(a_0)=0$ and then excludes zero concentrations in `ha0` and `hv0`.

## Positive concentrations

The conditions $v>0$ and $a>0$ say that the unknowns are amounts of defects, and they are what makes the solution unique. Suppose two solutions $(v,a)$ and $(v',a')$ had $a'<a$. The balance gives $v'<v$. Since everything is positive, $v'^2<v^2$ and $v'^2a'<v^2a$, although both products equal $K$. So $a\le a'$; exchanging the two solutions gives $a=a'$, and then $v=v'$.

```lean
/-- At the same equilibrium constant and composition, no solution has more antisite atoms
than another. -/
theorem antisite_le {K δ v a v' a' : ℝ} (h : TripleDefect K δ v a)
    (h' : TripleDefect K δ v' a') : a ≤ a' := by
  by_contra hlt
  have ha : a' < a := lt_of_not_ge hlt
  have hv : v' < v := by linarith [h.balance, h'.balance]
  -- more antisites force more vacancies, hence a larger mass-action product
  have hsq : v' ^ 2 < v ^ 2 := pow_lt_pow_left₀ hv h'.vac_pos.le two_ne_zero
  have := mul_lt_mul'' hsq ha (sq_nonneg v') h'.anti_pos.le
  linarith [h.mass_action, h'.mass_action]

/-- For every positive equilibrium constant and every composition there is exactly one pair
of positive vacancy and antisite concentrations in triple-defect equilibrium. -/
theorem existsUnique_equilibrium {K : ℝ} (hK : 0 < K) (δ : ℝ) :
    ∃! p : ℝ × ℝ, TripleDefect K δ p.1 p.2 := by
  obtain ⟨v, a, h⟩ := exists_equilibrium hK δ
  refine ⟨(v, a), h, fun p hp => ?_⟩
  have ha : p.2 = a := le_antisymm (antisite_le hp h) (antisite_le h hp)
  have hv : p.1 = v := by linarith [hp.balance, h.balance]
  exact Prod.ext hv ha
```

`antisite_le` is the argument by contradiction, with positivity entering through `vac_pos` and `anti_pos`. `existsUnique_equilibrium` applies it in both directions and recovers the vacancy concentration from the balance. The symbol `∃!` ranges over pairs `p`, with `p.1` the vacancies and `p.2` the antisites.

If negative $v$ were admitted, uniqueness could fail. For $K=10^{-6}$ and $\delta=-0.03$, the pair $v=-0.01$, $a=0.01$ satisfies both equations, and so does the physical solution $v=0.01(\sqrt3-1)$, $a=0.01(1+\sqrt3/2)$.

## Exact stoichiometry

At $\delta=0$ the balance reads $v=2a$: the defects occur in the proportions of complete triple defects. Mass action becomes $4a^3=K$, hence

$$a=\left(\frac K4\right)^{1/3}.$$

```lean
/-- At stoichiometry the antisite concentration is the cube root of `K / 4`, and there are
two vacancies per antisite atom. -/
theorem stoichiometric {K v a : ℝ} (h : TripleDefect K 0 v a) :
    a = (K / 4) ^ (1 / 3 : ℝ) ∧ v = 2 * a := by
  have hv : v = 2 * a := by linarith [h.balance]
  have hK : K / 4 = a ^ 3 := by
    rw [← h.mass_action, hv]
    ring
  refine ⟨?_, hv⟩
  rw [hK, ← Real.rpow_natCast a 3, ← Real.rpow_mul h.anti_pos.le]
  norm_num
```

The proof establishes `K / 4 = a ^ 3` and takes the real cube root, which returns $a$ because $a$ is positive. The formula holds at no other composition: if $a=(K/4)^{1/3}$, then $v^2a=4a^3$, so $v=2a$ and $\delta=0$.

## A Boltzmann form with constant $E$ and $K_0$

Let $\beta=1/k_BT$, with $k_B$ Boltzmann's constant and $T$ the temperature, and let

$$K=K_0e^{-\beta E}.$$

Here $E$ is the formation energy of a whole triple defect, and $K_0=e^{S/k_B}$, where $S$ is its non-configurational formation entropy. Both $E$ and $K_0$ are postulated to be constant. Inserting this form in the cube-root law gives

$$a=\left(\frac{K_0}{4}\right)^{1/3}e^{-\beta E/3},\qquad
\ln a=\frac13\ln\frac{K_0}{4}-\frac E3\beta,$$

so $d\ln a/d\beta=-E/3$. The choice $K_0=1$ gives the plain factor $K=e^{-E/k_BT}$. The activation energy here describes a concentration, not a migration barrier.

```lean
/-- If `K = K₀ exp (-β E)` at inverse temperature `β`, the stoichiometric antisite concentration has
the Arrhenius form with energy `E / 3`, and `K₀` is positive. -/
theorem arrhenius {K₀ E β v a : ℝ} (h : TripleDefect (K₀ * Real.exp (-(β * E))) 0 v a) :
    0 < K₀ ∧ a = (K₀ / 4) ^ (1 / 3 : ℝ) * Real.exp (-(E / 3) * β) := by
  have hpos : 0 < K₀ * Real.exp (-(β * E)) := by
    rw [← h.mass_action]
    exact mul_pos (pow_pos h.vac_pos 2) h.anti_pos
  have hK₀ : 0 < K₀ := (mul_pos_iff_of_pos_right (Real.exp_pos _)).1 hpos
  refine ⟨hK₀, ?_⟩
  have hsplit : K₀ * Real.exp (-(β * E)) / 4 = K₀ / 4 * Real.exp (-(β * E)) := by ring
  have hexp : -(β * E) * (1 / 3 : ℝ) = -(E / 3) * β := by ring
  rw [(stoichiometric h).1, hsplit, Real.mul_rpow (by positivity) (Real.exp_pos _).le,
    ← Real.exp_mul, hexp]

/-- The slope of the logarithm of the stoichiometric antisite concentration against inverse
temperature is `-E / 3`: the activation energy is one third of the triple-defect energy. -/
theorem activation_energy {K₀ E : ℝ} {v a : ℝ → ℝ}
    (h : ∀ β, 0 < β → TripleDefect (K₀ * Real.exp (-(β * E))) 0 (v β) (a β))
    {β : ℝ} (hβ : 0 < β) :
    HasDerivAt (fun b => Real.log (a b)) (-(E / 3)) β := by
  have hd : HasDerivAt (fun b : ℝ => Real.log ((K₀ / 4) ^ (1 / 3 : ℝ)) + -(E / 3) * b)
      (-(E / 3)) β :=
    (((hasDerivAt_id β).const_mul (-(E / 3))).const_add _).congr_deriv (mul_one _)
  refine hd.congr_of_eventuallyEq ?_
  filter_upwards [Ioi_mem_nhds hβ] with b hb
  obtain ⟨hK₀, hab⟩ := arrhenius (h b hb)
  have hne : (K₀ / 4) ^ (1 / 3 : ℝ) ≠ 0 := (Real.rpow_pos_of_pos (by positivity) _).ne'
  rw [hab, Real.log_mul hne (Real.exp_pos _).ne', Real.log_exp]
```

`arrhenius` works at a single `β`. It derives `0 < K₀` from the positive concentrations, then splits the cube root of the product into two factors. `activation_energy` assumes that `v β` and `a β` solve the stoichiometric equations at every positive `β`. Its proof differentiates the explicit straight line `hd` and transfers the result to $\ln a$, because the two functions agree near the chosen `β`. A solution at one isolated temperature would determine $a$ there but no slope.

If $E$ or $K_0$ varied with temperature, the slope would be one third of $d\ln K/d\beta$ and need not equal $-E/3$. The sign of $E$ is left free; cooling drives $K$ to zero only when $E>0$.

## Arbitrary composition and the thermal excess

With no condition on $\delta$, the solution still separates into a constitutional and a thermal part. Put $m=\min(v,2a)$, which is positive.

- If $v\le2a$, then $\delta\le0$ and $m=v$. The balance gives $a=-\delta/2+m/2$, and $m^3=v^2v\le v^2(2a)=2K$.
- If $2a\le v$, then $\delta\ge0$ and $m=2a$. The balance gives $v=\delta+m$, and $m^3=(2a)^2(2a)\le v^2(2a)=2K$.

In both cases

$$v=\max(\delta,0)+m,\qquad a=\max(-\delta/2,0)+\frac m2,\qquad 0<m\le(2K)^{1/3}.$$

The excess is that of $m/2$ complete triple defects, and its bound does not depend on composition. At $\delta=0$ the bound is attained.

```lean
/-- Vacancies and antisites exceed their constitutional values `max δ 0` and `max (-δ/2) 0`
by `m` and `m / 2`, where `m = min v (2a)` is positive and `m ^ 3 ≤ 2 K`. -/
theorem thermal_excess {K δ v a : ℝ} (h : TripleDefect K δ v a) :
    0 < min v (2 * a) ∧ (min v (2 * a)) ^ 3 ≤ 2 * K ∧
      v = max δ 0 + min v (2 * a) ∧ a = max (-δ / 2) 0 + min v (2 * a) / 2 := by
  obtain ⟨hv, ha, hK, hδ⟩ := h
  rcases le_total v (2 * a) with hle | hle
  · rw [min_eq_left hle, max_eq_right (by linarith : δ ≤ 0),
      max_eq_left (by linarith : 0 ≤ -δ / 2)]
    have := mul_le_mul_of_nonneg_left hle (sq_nonneg v)
    exact ⟨hv, by nlinarith, by linarith, by linarith⟩
  · rw [min_eq_right hle, max_eq_left (by linarith : 0 ≤ δ),
      max_eq_right (by linarith : -δ / 2 ≤ 0)]
    have h2a : 0 ≤ 2 * a := by linarith
    have := mul_le_mul_of_nonneg_right (pow_le_pow_left₀ h2a hle 2) h2a
    exact ⟨by linarith, by nlinarith, by linarith, by linarith⟩
```

The two branches after `le_total` are these two cases. Each evaluates the minimum and both maxima. For the cubic bound, the first multiplies the case inequality by $v^2$; the second squares it and multiplies by $2a$.

## Solutions for all positive $K$ at fixed $\delta$

A limit needs concentrations as functions of $K$. The hypothesis `h` says that `v K` and `a K` solve the equations for every positive `K`, with one fixed `δ`. By the uniqueness theorem such functions exist, and their values at positive `K` are determined. Physically, this follows one composition towards vanishing thermal disorder.

Since $0<m\le(2K)^{1/3}$, the excess tends to zero, and the separation above leaves the constitutional values.

```lean
/-- As the equilibrium constant tends to zero from above, the vacancy and antisite
concentrations tend to the constitutional values `max δ 0` and `max (-δ/2) 0`. -/
theorem constitutional_limit {δ : ℝ} {v a : ℝ → ℝ}
    (h : ∀ K, 0 < K → TripleDefect K δ (v K) (a K)) :
    Tendsto v (𝓝[>] 0) (𝓝 (max δ 0)) ∧ Tendsto a (𝓝[>] 0) (𝓝 (max (-δ / 2) 0)) := by
  -- the thermal excess is squeezed to zero by its cubic bound
  have hm : Tendsto (fun K => min (v K) (2 * a K)) (𝓝[>] 0) (𝓝 0) := by
    refine tendsto_order.2 ⟨fun c hc => ?_, fun ε hε => ?_⟩
    · filter_upwards [self_mem_nhdsWithin] with K hK
      exact hc.trans (thermal_excess (h K hK)).1
    · have hε3 : 0 < ε ^ 3 / 2 := by positivity
      filter_upwards [self_mem_nhdsWithin, nhdsWithin_le_nhds (Iio_mem_nhds hε3)] with K hK hK'
      have hlt : K < ε ^ 3 / 2 := hK'
      have hcube := (thermal_excess (h K hK)).2.1
      exact lt_of_pow_lt_pow_left₀ 3 (le_of_lt hε) (by linarith)
  have h1 := hm.const_add (max δ 0)
  have h2 := (hm.div_const 2).const_add (max (-δ / 2) 0)
  rw [add_zero] at h1
  rw [zero_div, add_zero] at h2
  constructor
  · refine h1.congr' ?_
    filter_upwards [self_mem_nhdsWithin] with K hK
    exact (thermal_excess (h K hK)).2.2.1.symm
  · refine h2.congr' ?_
    filter_upwards [self_mem_nhdsWithin] with K hK
    exact (thermal_excess (h K hK)).2.2.2.symm
```

The filter `𝓝[>] 0` means that $K$ approaches zero from above, so values at $K\le0$ are irrelevant. For a given $\varepsilon>0$, the proof of `hm` takes $K<\varepsilon^3/2$; then $m^3\le2K<\varepsilon^3$ and $m<\varepsilon$. Adding the constitutional terms gives both limits. The argument uses `h` only at small positive $K$, but if the functions failed to solve the equations there, nothing would tie them to these limits.

## A nonzero deviation from stoichiometry

The sign of $\delta$ decides which defect is in the minority, that is, which one disappears as $K\to0^+$. For $\delta>0$ it is the antisite. Mass action gives $a/K=1/v^2$, and $v\to\delta$, so

$$\frac aK\to\frac1{\delta^2}.$$

For $\delta<0$ it is the vacancy. Now $v^2/K=1/a$, and $a\to-\delta/2$, so

$$\frac{v^2}{K}\to\frac1{-\delta/2}=\frac2{|\delta|}.$$

```lean
/-- Off stoichiometry, as `K` tends to zero from above, the antisite concentration for `δ > 0`
is asymptotically `K / δ ^ 2`, and the squared vacancy concentration for `δ < 0` is
asymptotically `K / (-δ / 2)`. -/
theorem minority_defect {δ : ℝ} {v a : ℝ → ℝ}
    (h : ∀ K, 0 < K → TripleDefect K δ (v K) (a K)) :
    (0 < δ → Tendsto (fun K => a K / K) (𝓝[>] 0) (𝓝 (δ ^ 2)⁻¹)) ∧
      (δ < 0 → Tendsto (fun K => v K ^ 2 / K) (𝓝[>] 0) (𝓝 (-δ / 2)⁻¹)) := by
  obtain ⟨hv, ha⟩ := constitutional_limit h
  constructor
  · intro hδ
    rw [max_eq_left hδ.le] at hv
    refine ((hv.pow 2).inv₀ (pow_pos hδ 2).ne').congr' ?_
    filter_upwards [self_mem_nhdsWithin] with K hK
    have hK' : 0 < K := hK
    have key := inv_mul_cancel_left₀ (pow_pos (h K hK').vac_pos 2).ne' (a K)
    rw [(h K hK').mass_action] at key
    exact (eq_div_iff hK'.ne').2 key
  · intro hδ
    have hpos : 0 < -δ / 2 := by linarith
    rw [max_eq_left hpos.le] at ha
    refine (ha.inv₀ hpos.ne').congr' ?_
    filter_upwards [self_mem_nhdsWithin] with K hK
    have hK' : 0 < K := hK
    have key := inv_mul_cancel_left₀ (h K hK').anti_pos.ne' (v K ^ 2)
    rw [mul_comm (a K) (v K ^ 2), (h K hK').mass_action] at key
    exact (eq_div_iff hK'.ne').2 key

end TripleDefectEquilibrium
```

Each half of the proof inverts the limit of the majority defect's factor in $v^2a$ ($v^2$ for $\delta>0$, $a$ for $\delta<0$), which is allowed because that limit is nonzero, and identifies the inverse with the required ratio through mass action. At $\delta=0$ both concentrations vanish and both ratios diverge, in keeping with the cube-root law.

For a Boltzmann $K$ with $E>0$, these powers of $K$ suggest low-temperature activation energies of $E$ for minority antisites and $E/2$ for minority vacancies; that is a reading of the two limits, since the theorem itself makes no statement about temperature.

```lean
#print axioms TripleDefectEquilibrium.existsUnique_equilibrium
-- 'TripleDefectEquilibrium.existsUnique_equilibrium' depends on axioms: [propext, Classical.choice, Quot.sound]
#print axioms TripleDefectEquilibrium.activation_energy
-- 'TripleDefectEquilibrium.activation_energy' depends on axioms: [propext, Classical.choice, Quot.sound]
#print axioms TripleDefectEquilibrium.minority_defect
-- 'TripleDefectEquilibrium.minority_defect' depends on axioms: [propext, Classical.choice, Quot.sound]
```
